# For a complex frequency z below the real axis, −i(w − z) avoids the cut of the principal logarithm at every real frequency w

The lemma `lower_slit` takes a complex number z with negative imaginary part and a real number w, which can be read as a complex and a real frequency. It states that −i(w − z) lies in `slitPlane`, the complex plane without zero and the negative real axis, where the principal logarithm has its cut. No Hamiltonian or other physical model enters, and the sign of Im z is the only hypothesis. The attempt uses `mem_slitPlane_iff` to turn membership into a disjunction, positive real part or nonzero imaginary part, and then tries to prove that disjunction from `hz` by `simpa`.

The failing Lean file:

```lean
import Mathlib

open Complex MeasureTheory Filter Topology
open scoped Real

namespace DynamicalBSEKernel

noncomputable section

lemma lower_slit {z : ℂ} (hz : z.im < 0) (w : ℝ) : -I * ((w : ℂ) - z) ∈ slitPlane :=
  mem_slitPlane_iff.mpr (Or.inr.elim (by simpa using hz))

end

end DynamicalBSEKernel
```

Compiling this gives:

```
Main.lean:11:25: error(lean.unknownIdentifier): Unknown constant `Or.inr.elim`
```

Cause. The message says that Lean knows no constant called `Or.inr.elim`. `Or.inr` is a constructor, which builds a disjunction from a proof of its right side, while the eliminator is `Or.elim`, which uses a disjunction already proved. Here a disjunction has to be built, so a constructor is what is needed.

Dropping `.elim` and keeping `Or.inr` would not do, since the right side asks for a nonzero imaginary part. The imaginary part of −i(w − z) is Re z − w, which vanishes when w = Re z. The real part is −Im z, which is positive by `hz` whatever w is.

The diff therefore puts `Or.inl` in place of the unknown name. The goal left for `by simpa using hz` is then that the real part is positive, which simplification reduces to the hypothesis `z.im < 0`.

The mended proof, as a diff:

```diff
@@ -9,5 +9,5 @@
 
 lemma lower_slit {z : ℂ} (hz : z.im < 0) (w : ℝ) : -I * ((w : ℂ) - z) ∈ slitPlane :=
-  mem_slitPlane_iff.mpr (Or.inr.elim (by simpa using hz))
+  mem_slitPlane_iff.mpr (Or.inl (by simpa using hz))
 
 end
```
